# Abel summation of the Aharonov–Bohm partial waves away from the forward direction

Let α be the flux of an infinitely thin line in flux quanta h/e, for a scattered particle of charge −e, θ the scattering angle with θ = 0 forward, and δ_m = (π/2)(|m| − |m+α|) the phase shift of angular momentum m for a wavefunction that is regular at the line. Its scattered partial wave is (exp(2iδ_m) − 1) exp(imθ), damped below by r^|m| with 0 ≤ r < 1, and kinematic prefactors are left out.

```lean
import Mathlib

open Filter Topology
open scoped Real

namespace AharonovBohmPartialWaves

noncomputable section

/-- The phase shift of angular momentum `m` caused by a flux of `α` flux quanta. -/
def phaseShift (α : ℝ) (m : ℤ) : ℝ := π / 2 * (|(m : ℝ)| - |(m : ℝ) + α|)

/-- The scattered partial wave `(exp(2iδ_m) - 1) exp(imθ)` of angular momentum `m`. -/
def partialWave (α θ : ℝ) (m : ℤ) : ℂ :=
  (Complex.exp (2 * Complex.I * (phaseShift α m : ℂ)) - 1) *
    Complex.exp ((m : ℂ) * (θ * Complex.I))

/-- The sum of two series damped by `r ^ |m|`, with coefficient `exp(-iπα) - 1` for `m ≥ 0` and
`exp(iπα) - 1` for `m ≤ -1`. -/
def abelSum (α θ r : ℝ) : ℂ :=
  (∑' m : ℕ, (r : ℂ) ^ m * (Complex.exp (-(((π * α : ℝ) : ℂ) * Complex.I)) - 1) *
    Complex.exp ((m : ℂ) * (θ * Complex.I))) +
  ∑' m : ℕ, (r : ℂ) ^ (m + 1) * (Complex.exp (((π * α : ℝ) : ℂ) * Complex.I) - 1) *
    Complex.exp (((m + 1 : ℕ) : ℂ) * (-(θ * Complex.I)))

/-- The closed form `-2i sin(πα) / (1 - exp(iθ))`. For `0 ≤ α ≤ 1` and `exp(iθ) ≠ 1` it is the
scattering amplitude without kinematic prefactor. -/
def amplitude (α θ : ℝ) : ℂ :=
  -2 * Complex.I * ((Real.sin (π * α) : ℝ) : ℂ) / (1 - Complex.exp (θ * Complex.I))

/-- The first series of `abelSum` is geometric and converges for `0 ≤ r < 1`. -/
theorem hasSum_nonneg (α θ : ℝ) {r : ℝ} (h0 : 0 ≤ r) (h1 : r < 1) :
    HasSum (fun m : ℕ => (r : ℂ) ^ m *
        (Complex.exp (-(((π * α : ℝ) : ℂ) * Complex.I)) - 1) *
        Complex.exp ((m : ℂ) * (θ * Complex.I)))
      ((Complex.exp (-(((π * α : ℝ) : ℂ) * Complex.I)) - 1) /
        (1 - r * Complex.exp (θ * Complex.I))) := by
  have hn : ‖(r : ℂ) * Complex.exp (θ * Complex.I)‖ < 1 := by
    rw [norm_mul, Complex.norm_exp_ofReal_mul_I, Complex.norm_real, Real.norm_eq_abs,
      abs_of_nonneg h0, mul_one]
    exact h1
  have h := (hasSum_geometric_of_norm_lt_one hn).mul_left
    (Complex.exp (-(((π * α : ℝ) : ℂ) * Complex.I)) - 1)
  rw [← div_eq_mul_inv] at h
  refine h.congr_fun ?_
  intro m
  rw [Complex.exp_nat_mul, mul_pow]
  ring

/-- The second series of `abelSum` is geometric and converges for `0 ≤ r < 1`. -/
theorem hasSum_neg (α θ : ℝ) {r : ℝ} (h0 : 0 ≤ r) (h1 : r < 1) :
    HasSum (fun m : ℕ => (r : ℂ) ^ (m + 1) *
        (Complex.exp (((π * α : ℝ) : ℂ) * Complex.I) - 1) *
        Complex.exp (((m + 1 : ℕ) : ℂ) * (-(θ * Complex.I))))
      ((Complex.exp (((π * α : ℝ) : ℂ) * Complex.I) - 1) *
        (r * Complex.exp (-(θ * Complex.I))) /
        (1 - r * Complex.exp (-(θ * Complex.I)))) := by
  have hn : ‖(r : ℂ) * Complex.exp (-(θ * Complex.I))‖ < 1 := by
    rw [norm_mul, Complex.exp_neg, norm_inv, Complex.norm_exp_ofReal_mul_I,
      Complex.norm_real, Real.norm_eq_abs, abs_of_nonneg h0, inv_one, mul_one]
    exact h1
  have h := (hasSum_geometric_of_norm_lt_one hn).mul_left
    ((Complex.exp (((π * α : ℝ) : ℂ) * Complex.I) - 1) *
      (r * Complex.exp (-(θ * Complex.I))))
  rw [← div_eq_mul_inv] at h
  refine h.congr_fun ?_
  intro m
  rw [Complex.exp_nat_mul, mul_pow]
  ring

/-- The squared distance of `exp(iθ)` from `1` is `4 sin²(θ/2)`. -/
theorem norm_one_sub_exp_sq (θ : ℝ) :
    ‖1 - Complex.exp (θ * Complex.I)‖ ^ 2 = 4 * Real.sin (θ / 2) ^ 2 := by
  have h : Real.cos θ = 2 * Real.cos (θ / 2) ^ 2 - 1 := by
    rw [← Real.cos_two_mul]
    congr 1
    ring
  rw [Complex.sq_norm, Complex.normSq_apply, Complex.sub_re, Complex.sub_im,
    Complex.exp_ofReal_mul_I_re, Complex.exp_ofReal_mul_I_im, Complex.one_re, Complex.one_im]
  linear_combination Real.sin_sq_add_cos_sq θ - 2 * h - 4 * Real.sin_sq_add_cos_sq (θ / 2)

/-- Away from the forward direction, `abelSum` tends to the closed form `-2i sin(πα) / (1 -
exp(iθ))` as the damping is removed. -/
theorem tendsto_abelSum (α θ : ℝ) (hθ : Complex.exp (θ * Complex.I) ≠ 1) :
    Tendsto (abelSum α θ) (𝓝[<] 1) (𝓝 (amplitude α θ)) := by
  have hwz : Complex.exp (-(θ * Complex.I)) * Complex.exp (θ * Complex.I) = 1 := by
    rw [← Complex.exp_add, neg_add_cancel, Complex.exp_zero]
  have hz : 1 - Complex.exp (θ * Complex.I) ≠ 0 := sub_ne_zero.mpr (Ne.symm hθ)
  have hw : 1 - Complex.exp (-(θ * Complex.I)) ≠ 0 := by
    intro h
    apply hθ
    rw [← sub_eq_zero.mp h, one_mul] at hwz
    exact hwz
  have hs : Complex.exp (-(((π * α : ℝ) : ℂ) * Complex.I)) -
      Complex.exp (((π * α : ℝ) : ℂ) * Complex.I) =
      -2 * Complex.I * ((Real.sin (π * α) : ℝ) : ℂ) := by
    rw [← neg_mul, Complex.exp_mul_I, Complex.exp_mul_I, Complex.cos_neg, Complex.sin_neg,
      Complex.ofReal_sin]
    ring
  -- the closed form is continuous up to r = 1
  have hc : ContinuousAt (fun r : ℝ =>
      (Complex.exp (-(((π * α : ℝ) : ℂ) * Complex.I)) - 1) /
        (1 - (r : ℂ) * Complex.exp (θ * Complex.I)) +
      (Complex.exp (((π * α : ℝ) : ℂ) * Complex.I) - 1) *
        ((r : ℂ) * Complex.exp (-(θ * Complex.I))) /
        (1 - (r : ℂ) * Complex.exp (-(θ * Complex.I)))) 1 := by
    refine ContinuousAt.add (ContinuousAt.div (by fun_prop) (by fun_prop) ?_)
      (ContinuousAt.div (by fun_prop) (by fun_prop) ?_)
    · rwa [Complex.ofReal_one, one_mul]
    · rwa [Complex.ofReal_one, one_mul]
  have ht := hc.tendsto.mono_left (nhdsWithin_le_nhds (s := Set.Iio (1 : ℝ)))
  -- at r = 1 the second fraction can be written over the denominator of the first
  have hb : (Complex.exp (((π * α : ℝ) : ℂ) * Complex.I) - 1) *
      Complex.exp (-(θ * Complex.I)) / (1 - Complex.exp (-(θ * Complex.I))) =
      -(Complex.exp (((π * α : ℝ) : ℂ) * Complex.I) - 1) /
        (1 - Complex.exp (θ * Complex.I)) := by
    rw [div_eq_div_iff hw hz]
    linear_combination (-(Complex.exp (((π * α : ℝ) : ℂ) * Complex.I) - 1)) * hwz
  simp only [Complex.ofReal_one, one_mul] at ht
  rw [hb, ← add_div, show ∀ a b : ℂ, a - 1 + -(b - 1) = a - b from fun a b => by ring,
    hs] at ht
  refine ht.congr' ?_
  filter_upwards [Ioo_mem_nhdsLT (zero_lt_one' ℝ)] with r hr
  unfold abelSum
  rw [(hasSum_nonneg α θ hr.1.le hr.2).tsum_eq, (hasSum_neg α θ hr.1.le hr.2).tsum_eq]

/-- Away from the forward direction, as `r` tends to 1 from below, the squared modulus of `abelSum`
tends to `sin²(πα) / sin²(θ/2)`. -/
theorem tendsto_norm_sq_abelSum (α θ : ℝ) (hθ : Complex.exp (θ * Complex.I) ≠ 1) :
    Tendsto (fun r => ‖abelSum α θ r‖ ^ 2) (𝓝[<] 1)
      (𝓝 (Real.sin (π * α) ^ 2 / Real.sin (θ / 2) ^ 2)) := by
  have hnum : ‖-2 * Complex.I * ((Real.sin (π * α) : ℝ) : ℂ)‖ ^ 2 =
      4 * Real.sin (π * α) ^ 2 := by
    rw [norm_mul, norm_mul, norm_neg, Complex.norm_I, Complex.norm_real, Real.norm_eq_abs,
      mul_one, mul_pow, sq_abs]
    norm_num
  have h := (tendsto_abelSum α θ hθ).norm.pow 2
  rwa [amplitude, norm_div, div_pow, hnum, norm_one_sub_exp_sq,
    mul_div_mul_left _ _ (by norm_num : (4 : ℝ) ≠ 0)] at h

/-- For a flux `α ≥ 0`, waves with `m ≥ 0` have phase shift `-πα/2`. -/
theorem phaseShift_nonneg {α : ℝ} (h0 : 0 ≤ α) (n : ℕ) :
    phaseShift α (n : ℤ) = -(π * α) / 2 := by
  have hn : (0 : ℝ) ≤ n := Nat.cast_nonneg n
  rw [phaseShift, Int.cast_natCast, abs_of_nonneg hn, abs_of_nonneg (add_nonneg hn h0)]
  ring

/-- For a flux between zero and one quantum, the damped sum of the physical partial waves
over all integer angular momenta converges to `abelSum`. -/
theorem hasSum_partialWave {α : ℝ} (hα : 0 ≤ α) (hα' : α ≤ 1) (θ : ℝ) {r : ℝ}
    (h0 : 0 ≤ r) (h1 : r < 1) :
    HasSum (fun m : ℤ => (r : ℂ) ^ m.natAbs * partialWave α θ m) (abelSum α θ r) := by
  unfold abelSum
  apply HasSum.of_nat_of_neg_add_one
  · convert (hasSum_nonneg α θ h0 h1).summable.hasSum using 1
    funext n
    rw [partialWave, phaseShift_nonneg hα, Int.natAbs_natCast, Int.cast_natCast, ← mul_assoc]
    congr 4
    push_cast
    ring
  · convert (hasSum_neg α θ h0 h1).summable.hasSum using 1
    funext n
    have hn : (0 : ℝ) ≤ n := Nat.cast_nonneg n
    -- negative angular momenta have the opposite phase shift
    have hδ : phaseShift α (-((n : ℤ) + 1)) = π * α / 2 := by
      rw [phaseShift]
      push_cast
      rw [abs_of_nonpos (by linarith), abs_of_nonpos (by linarith)]
      ring
    have e1 : 2 * Complex.I * ((π * α / 2 : ℝ) : ℂ) = ((π * α : ℝ) : ℂ) * Complex.I := by
      push_cast
      ring
    have e2 : ((-((n : ℤ) + 1) : ℤ) : ℂ) * (θ * Complex.I) =
        ((n + 1 : ℕ) : ℂ) * (-(θ * Complex.I)) := by
      push_cast
      ring
    rw [partialWave, hδ, e1, e2, show (-((n : ℤ) + 1)).natAbs = n + 1 by omega, ← mul_assoc]

/-- For a flux between zero and one quantum, the physical partial-wave series is Abel
summable to the amplitude away from the forward direction. -/
theorem tendsto_tsum_partialWave {α : ℝ} (hα : 0 ≤ α) (hα' : α ≤ 1) (θ : ℝ)
    (hθ : Complex.exp (θ * Complex.I) ≠ 1) :
    Tendsto (fun r : ℝ => ∑' m : ℤ, (r : ℂ) ^ m.natAbs * partialWave α θ m) (𝓝[<] 1)
      (𝓝 (amplitude α θ)) := by
  refine (tendsto_abelSum α θ hθ).congr' ?_
  filter_upwards [Ioo_mem_nhdsLT (zero_lt_one' ℝ)] with r hr
  exact (hasSum_partialWave hα hα' θ hr.1.le hr.2).tsum_eq.symm

/-- For a flux above zero and up to one quantum, the undamped partial waves do not tend to
zero as the angular momentum grows. -/
theorem partialWave_not_tendsto_zero {α : ℝ} (hα : 0 < α) (hα' : α ≤ 1) (θ : ℝ) :
    ¬ Tendsto (fun n : ℕ => partialWave α θ (n : ℤ)) atTop (𝓝 0) := by
  intro h
  have hnorm : ∀ n : ℕ, ‖partialWave α θ (n : ℤ)‖ =
      ‖Complex.exp (((-(π * α) : ℝ) : ℂ) * Complex.I) - 1‖ := by
    intro n
    have e1 : 2 * Complex.I * ((-(π * α) / 2 : ℝ) : ℂ) =
        ((-(π * α) : ℝ) : ℂ) * Complex.I := by
      push_cast
      ring
    have e2 : ((n : ℤ) : ℂ) * (θ * Complex.I) = ((n * θ : ℝ) : ℂ) * Complex.I := by
      push_cast
      ring
    rw [partialWave, phaseShift_nonneg hα.le, e1, e2, norm_mul,
      Complex.norm_exp_ofReal_mul_I, mul_one]
  -- all these waves have the same modulus, which would have to vanish
  have h2 := h.norm
  simp only [hnorm, norm_zero] at h2
  have h3 := tendsto_nhds_unique tendsto_const_nhds h2
  have h4 := congrArg Complex.re (sub_eq_zero.mp (norm_eq_zero.mp h3))
  rw [Complex.exp_ofReal_mul_I_re, Complex.one_re, Real.cos_neg] at h4
  have hp : 0 < π * α := mul_pos Real.pi_pos hα
  have hq : π * α ≤ π := mul_le_of_le_one_right Real.pi_pos.le hα'
  have h5 := (Real.cos_eq_one_iff_of_lt_of_lt (by linarith [Real.pi_pos])
    (by linarith [Real.pi_pos])).mp h4
  exact hp.ne' h5

end

end AharonovBohmPartialWaves
```

## Phase shifts of a thin flux line

The definition `phaseShift` stands for a charged particle scattering from an infinitely thin flux line, with a wavefunction that stays regular at the line. The radial functions are then Bessel functions of order |m+α|, and comparing their asymptotic phase with that of order |m| gives δ_m. The file takes this formula as its starting point and does not solve the Schrödinger equation.

For 0 ≤ α ≤ 1 the absolute values open in only two ways:

m ≥ 0: |m| − |m+α| = −α, so δ_m = −πα/2

m ≤ −1: |m| − |m+α| = α, so δ_m = +πα/2

The factors exp(2iδ_m) − 1 are therefore exp(−iπα) − 1 and exp(iπα) − 1. These are the coefficients in `abelSum`, whose second series runs over n ≥ 0 with m = −(n+1); the definition in the code writes m for this n. The theorem `hasSum_partialWave` makes the identification for 0 ≤ α ≤ 1: it treats the two halves separately and joins them into one sum over all integers. `abelSum` itself is defined for every real α, but outside this range it is in general not the physical sum.

## From two geometric series to the amplitude

Write z = exp(iθ) and q = exp(iπα). Since |rz| = |r/z| = r < 1, both halves are convergent geometric series, and their sum is

S(r) = (q⁻¹ − 1)/(1 − rz) + (q − 1) r z⁻¹/(1 − r z⁻¹).

The two terms are the contents of `hasSum_nonneg` and `hasSum_neg`. If z ≠ 1, neither denominator vanishes at r = 1, so S(r) is continuous there. Using z⁻¹/(1 − z⁻¹) = −1/(1 − z), the limit is

S(1) = [(q⁻¹ − 1) − (q − 1)]/(1 − z) = (q⁻¹ − q)/(1 − z) = −2i sin(πα)/(1 − exp(iθ)).

This is `tendsto_abelSum`, valid for all real α and every θ with exp(iθ) ≠ 1. In its proof `hc` is the continuity, `hb` writes the second fraction over 1 − z and `hs` produces the sine. The filter `𝓝[<] 1` means that r approaches 1 from below, so the closed forms are needed only for 0 < r < 1. `tendsto_tsum_partialWave` carries the limit over to the physical partial waves when 0 ≤ α ≤ 1.

For the angular distribution,

|1 − z|² = (1 − cos θ)² + sin²θ = 2 − 2 cos θ = 4 sin²(θ/2),

which is `norm_one_sub_exp_sq`. The numerator has squared modulus 4 sin²(πα), so `tendsto_norm_sq_abelSum` gives

|S(r)|² → sin²(πα)/sin²(θ/2).

This is the angular dependence of the Aharonov–Bohm cross-section for a single particle and an idealised line of zero radius. The forward direction is excluded, and nothing is said about a flux tube of finite width.

## The series without damping

For m ≥ 0 and 0 < α ≤ 1, each undamped wave has the same modulus,

|exp(−iπα) − 1| = 2 sin(πα/2) > 0.

The waves therefore do not tend to zero, as `partialWave_not_tendsto_zero` states, and the undamped series has no ordinary sum. The Lean proof argues by contradiction: a vanishing modulus would force cos(πα) = 1, which is impossible for 0 < πα ≤ π. For these fluxes, a numerical sum of the undamped scattered waves cannot rely on its terms dying out at large angular momentum.

## One flux quantum, and reversed flux

At α = 1 every coefficient equals −2, so each partial wave has modulus 2, yet the limit is zero at every angle with exp(iθ) ≠ 1. A whole flux quantum leaves no scattering away from the forward direction, although no single phase factor is trivial.

The same calculation by hand covers −1 ≤ α < 0. The wave m = 0 then moves to the half with coefficient q − 1, and the limit becomes

z (q⁻¹ − q)/(1 − z).

This is the earlier amplitude multiplied by exp(iθ), so the angular distribution keeps its form.

```lean
#print axioms AharonovBohmPartialWaves.tendsto_norm_sq_abelSum
#print axioms AharonovBohmPartialWaves.tendsto_tsum_partialWave
#print axioms AharonovBohmPartialWaves.partialWave_not_tendsto_zero
```

```
'AharonovBohmPartialWaves.tendsto_norm_sq_abelSum' depends on axioms: [propext, Classical.choice, Quot.sound]
'AharonovBohmPartialWaves.tendsto_tsum_partialWave' depends on axioms: [propext, Classical.choice, Quot.sound]
'AharonovBohmPartialWaves.partialWave_not_tendsto_zero' depends on axioms: [propext, Classical.choice, Quot.sound]
```
